# The two-electron trace from symmetry-unique integrals, for a real symmetric density matrix

If each stored two-electron integral is weighted by its number of index arrangements but multiplied by only one exchange product, the total can depend on which arrangement was stored. Averaging the two exchange products removes this dependence when the integrals and the density matrix have the symmetries assumed below.

```lean
import Mathlib

open Matrix

namespace UniqueIntegralEnergy

noncomputable section

variable {n : Type*} [Fintype n] [DecidableEq n]

/-- Symmetry of real two-electron integrals `(pq|rs)`: exchange of the first two indices, and
exchange of the two index pairs. -/
structure EightfoldSymmetric (g : n → n → n → n → ℝ) : Prop where
  bra : ∀ p q r s, g q p r s = g p q r s
  pairs : ∀ p q r s, g r s p q = g p q r s

/-- The Coulomb matrix `J_pq = ∑ (pq|rs) D_rs`. -/
def coulomb (g : n → n → n → n → ℝ) (D : Matrix n n ℝ) : Matrix n n ℝ :=
  Matrix.of fun p q => ∑ r, ∑ s, g p q r s * D r s

/-- The exchange matrix `K_pq = ∑ (pr|qs) D_rs`. -/
def exchange (g : n → n → n → n → ℝ) (D : Matrix n n ℝ) : Matrix n n ℝ :=
  Matrix.of fun p q => ∑ r, ∑ s, g p r q s * D r s

/-- The two orderings of an index pair. -/
def swaps (a b : n) : Finset (n × n) := {(a, b), (b, a)}

/-- All index quadruples obtained from `(pq|rs)` by swaps within the pairs and exchange of the
pairs. -/
def orbit (x : (n × n) × (n × n)) : Finset ((n × n) × (n × n)) :=
  swaps x.1.1 x.1.2 ×ˢ swaps x.2.1 x.2.2 ∪ swaps x.2.1 x.2.2 ×ˢ swaps x.1.1 x.1.2

/-- A set of index quadruples containing exactly one representative of every orbit. -/
def IsRepresentativeSet (R : Finset ((n × n) × (n × n))) : Prop :=
  ∀ x, ∃! y, y ∈ R ∧ x ∈ orbit y

/-- The contribution of one integral, with exchange fraction `c` and the two exchange pairings
averaged. -/
def integralTerm (g : n → n → n → n → ℝ) (D : Matrix n n ℝ) (c : ℝ) (p q r s : n) : ℝ :=
  g p q r s * (D p q * D r s - c * ((D p r * D q s + D p s * D q r) / 2))

omit [Fintype n] [DecidableEq n] in
/-- Density-fitted integrals `∑_P B^P_pq B^P_rs` with symmetric factors have the eightfold
symmetry. -/
theorem densityFitted_witness {m : Type*} [Fintype m] (B : m → Matrix n n ℝ)
    (hB : ∀ P, (B P).IsSymm) :
    EightfoldSymmetric (fun p q r s => ∑ P, B P p q * B P r s) where
  bra p q r s := Finset.sum_congr rfl fun P _ => by rw [(hB P).apply p q]
  pairs p q r s := Finset.sum_congr rfl fun P _ => mul_comm _ _

omit [Fintype n] in
/-- The eight index arrangements that make up an orbit. -/
theorem mem_orbit {a b c d p q r s : n} :
    ((a, b), (c, d)) ∈ orbit ((p, q), (r, s)) ↔
      ((a = p ∧ b = q ∨ a = q ∧ b = p) ∧ (c = r ∧ d = s ∨ c = s ∧ d = r)) ∨
      ((a = r ∧ b = s ∨ a = s ∧ b = r) ∧ (c = p ∧ d = q ∨ c = q ∧ d = p)) := by
  simp only [orbit, swaps, Finset.mem_union, Finset.mem_product, Finset.mem_insert,
    Finset.mem_singleton, Prod.mk.injEq]

omit [Fintype n] in
/-- The averaged contribution of an integral is the same for all members of its orbit. -/
theorem integralTerm_orbit {g : n → n → n → n → ℝ} (hg : EightfoldSymmetric g)
    {D : Matrix n n ℝ} (hD : D.IsSymm) (c : ℝ) {a b e f p q r s : n}
    (h : ((a, b), (e, f)) ∈ orbit ((p, q), (r, s))) :
    integralTerm g D c a b e f = integralTerm g D c p q r s := by
  have ket : ∀ p q r s, g p q s r = g p q r s := fun p q r s => by
    rw [← hg.pairs p q s r, hg.bra r s p q, hg.pairs p q r s]
  have e4 : g q p s r = g p q r s := by rw [hg.bra, ket]
  have e6 : g s r p q = g p q r s := by rw [hg.bra, hg.pairs]
  have e7 : g r s q p = g p q r s := by rw [ket, hg.pairs]
  have e8 : g s r q p = g p q r s := by rw [hg.bra, e7]
  rcases mem_orbit.1 h with
    ⟨⟨h1, h2⟩ | ⟨h1, h2⟩, ⟨h3, h4⟩ | ⟨h3, h4⟩⟩ | ⟨⟨h1, h2⟩ | ⟨h1, h2⟩, ⟨h3, h4⟩ | ⟨h3, h4⟩⟩ <;>
  rw [h1, h2, h3, h4] <;>
  simp only [integralTerm, hg.bra p q r s, ket p q r s, e4, hg.pairs p q r s, e6, e7, e8,
    hD.apply p q, hD.apply r s, hD.apply p r, hD.apply p s, hD.apply q r, hD.apply q s] <;>
  ring

/-- A full sum of an orbit-constant quantity is the sum over representatives weighted by orbit
size. -/
theorem sum_eq_sum_representatives {R : Finset ((n × n) × (n × n))}
    (hR : IsRepresentativeSet R) (F : (n × n) × (n × n) → ℝ)
    (hF : ∀ x y, x ∈ orbit y → F x = F y) :
    ∑ x, F x = ∑ y ∈ R, ((orbit y).card : ℝ) * F y := by
  have h1 : ∀ y ∈ R, ((orbit y).card : ℝ) * F y = ∑ x, if x ∈ orbit y then F x else 0 := by
    intro y _
    rw [← Finset.sum_filter, Finset.filter_mem_eq_inter, Finset.univ_inter,
      Finset.sum_congr rfl (fun x hx => hF x y hx), Finset.sum_const, nsmul_eq_mul]
  rw [Finset.sum_congr rfl h1, Finset.sum_comm]
  refine Finset.sum_congr rfl fun x _ => ?_
  -- exactly one representative has `x` in its orbit
  obtain ⟨y, ⟨hy, hxy⟩, huniq⟩ := hR x
  rw [Finset.sum_eq_single y, if_pos hxy]
  · intro z hz hzy
    exact if_neg fun hxz => hzy (huniq z ⟨hz, hxz⟩)
  · exact fun hny => absurd hy hny

omit [DecidableEq n] in
/-- The two-electron trace is the unrestricted fourfold sum of the averaged contributions. -/
theorem trace_eq_full_sum {g : n → n → n → n → ℝ} (hg : EightfoldSymmetric g)
    {D : Matrix n n ℝ} (hD : D.IsSymm) (c : ℝ) :
    (D * (coulomb g D - c • exchange g D)).trace =
      ∑ p, ∑ q, ∑ r, ∑ s, integralTerm g D c p q r s := by
  have hJ : (D * coulomb g D).trace = ∑ p, ∑ q, ∑ r, ∑ s, g p q r s * (D p q * D r s) := by
    simp only [Matrix.trace, Matrix.diag_apply, Matrix.mul_apply, coulomb, Matrix.of_apply,
      Finset.mul_sum]
    refine Finset.sum_congr rfl fun p _ => Finset.sum_congr rfl fun q _ =>
      Finset.sum_congr rfl fun r _ => Finset.sum_congr rfl fun s _ => ?_
    rw [hg.bra p q r s]
    ring
  have hK : (D * exchange g D).trace = ∑ p, ∑ q, ∑ r, ∑ s, g p q r s * (D p r * D q s) := by
    simp only [Matrix.trace, Matrix.diag_apply, Matrix.mul_apply, exchange, Matrix.of_apply,
      Finset.mul_sum]
    refine Finset.sum_comm.trans (Finset.sum_congr rfl fun p _ => ?_)
    refine Finset.sum_comm.trans (Finset.sum_congr rfl fun q _ => ?_)
    refine Finset.sum_congr rfl fun r _ => Finset.sum_congr rfl fun s _ => ?_
    rw [hD.apply p r]
    ring
  -- relabelling `p` and `q` turns one exchange pairing into the other
  have hX : ∑ p, ∑ q, ∑ r, ∑ s, g p q r s * (D p s * D q r) =
      ∑ p, ∑ q, ∑ r, ∑ s, g p q r s * (D p r * D q s) := by
    refine Finset.sum_comm.trans (Finset.sum_congr rfl fun p _ => Finset.sum_congr rfl
      fun q _ => Finset.sum_congr rfl fun r _ => Finset.sum_congr rfl fun s _ => ?_)
    rw [hg.bra p q r s]
    ring
  have hsplit : ∑ p, ∑ q, ∑ r, ∑ s, integralTerm g D c p q r s =
      ∑ p, ∑ q, ∑ r, ∑ s, g p q r s * (D p q * D r s) -
      c / 2 * (∑ p, ∑ q, ∑ r, ∑ s, g p q r s * (D p r * D q s) +
        ∑ p, ∑ q, ∑ r, ∑ s, g p q r s * (D p s * D q r)) := by
    simp only [← Finset.sum_add_distrib, Finset.mul_sum, ← Finset.sum_sub_distrib]
    refine Finset.sum_congr rfl fun p _ => Finset.sum_congr rfl fun q _ =>
      Finset.sum_congr rfl fun r _ => Finset.sum_congr rfl fun s _ => ?_
    unfold integralTerm
    ring
  rw [hsplit, hX, Matrix.mul_sub, Matrix.mul_smul, Matrix.trace_sub, Matrix.trace_smul,
    smul_eq_mul, hJ, hK]
  ring

/-- The two-electron trace with exchange fraction `c` is a sum over one representative per index
orbit, weighted by orbit size. -/
theorem trace_eq_unique_integral_sum {g : n → n → n → n → ℝ} (hg : EightfoldSymmetric g)
    {D : Matrix n n ℝ} (hD : D.IsSymm) (c : ℝ) {R : Finset ((n × n) × (n × n))}
    (hR : IsRepresentativeSet R) :
    (D * (coulomb g D - c • exchange g D)).trace =
      ∑ x ∈ R, ((orbit x).card : ℝ) * integralTerm g D c x.1.1 x.1.2 x.2.1 x.2.2 := by
  rw [trace_eq_full_sum hg hD c, ← sum_eq_sum_representatives hR
    (fun x => integralTerm g D c x.1.1 x.1.2 x.2.1 x.2.2)
    (fun _ _ h => integralTerm_orbit hg hD c h)]
  simp only [Fintype.sum_prod_type]

/-- The storage order `p ≥ q`, `r ≥ s`, `(p,q) ≥ (r,s)` lexicographically. -/
abbrev IsCanonical {N : ℕ} (p q r s : Fin N) : Prop :=
  q ≤ p ∧ s ≤ r ∧ (r < p ∨ r = p ∧ s ≤ q)

/-- The list of index quadruples in storage order for `N` basis functions. -/
def canonicalList (N : ℕ) : Finset ((Fin N × Fin N) × (Fin N × Fin N)) :=
  Finset.univ.filter fun x => IsCanonical x.1.1 x.1.2 x.2.1 x.2.2

/-- The degeneracy factor of an integral: a factor 2 for each of `p ≠ q`, `r ≠ s` and
`(p,q) ≠ (r,s)`. -/
def degeneracy {N : ℕ} (p q r s : Fin N) : ℕ :=
  (if p = q then 1 else 2) * (if r = s then 1 else 2) * (if p = r ∧ q = s then 1 else 2)

/-- The storage-ordered list contains exactly one representative of every orbit. -/
theorem canonicalList_representative (N : ℕ) : IsRepresentativeSet (canonicalList N) := by
  have key : ∀ a b c d : Fin N, b ≤ a → d ≤ c →
      ∃ y ∈ canonicalList N, y = ((a, b), (c, d)) ∨ y = ((c, d), (a, b)) := by
    intro a b c d h1 h2
    have h : IsCanonical a b c d ∨ IsCanonical c d a b := by
      simp only [IsCanonical, Fin.le_def, Fin.lt_def, Fin.ext_iff] at *
      omega
    rcases h with h | h
    · exact ⟨((a, b), (c, d)), Finset.mem_filter.2 ⟨Finset.mem_univ _, h⟩, Or.inl rfl⟩
    · exact ⟨((c, d), (a, b)), Finset.mem_filter.2 ⟨Finset.mem_univ _, h⟩, Or.inr rfl⟩
  rintro ⟨⟨p, q⟩, r, s⟩
  refine existsUnique_of_exists_of_unique ?_ ?_
  · -- sort each pair, then sort the two pairs
    rcases le_total q p with h1 | h1 <;> rcases le_total s r with h2 | h2 <;>
    obtain ⟨y, hy, rfl | rfl⟩ := key _ _ _ _ h1 h2 <;>
    exact ⟨_, hy, mem_orbit.2 (by simp)⟩
  · rintro ⟨⟨a, b⟩, c, d⟩ ⟨⟨a', b'⟩, c', d'⟩ ⟨h1, h2⟩ ⟨h3, h4⟩
    have h1 := (Finset.mem_filter.1 h1).2
    have h3 := (Finset.mem_filter.1 h3).2
    rw [mem_orbit] at h2 h4
    simp only [IsCanonical, Fin.le_def, Fin.lt_def, Fin.ext_iff, Prod.mk.injEq] at *
    rcases h2 with ⟨h2 | h2, h5 | h5⟩ | ⟨h2 | h2, h5 | h5⟩ <;>
    rcases h4 with ⟨h4 | h4, h6 | h6⟩ | ⟨h4 | h4, h6 | h6⟩ <;> omega

/-- For a storage-ordered quadruple the orbit size is the degeneracy factor. -/
theorem card_orbit_canonical {N : ℕ} {p q r s : Fin N} (hc : IsCanonical p q r s) :
    (orbit ((p, q), (r, s))).card = degeneracy p q r s := by
  have hs : ∀ a b : Fin N, (swaps a b).card = if a = b then 1 else 2 := by
    intro a b
    by_cases h : a = b
    · subst h
      simp [swaps]
    · rw [if_neg h]
      exact Finset.card_pair (by simp [h])
  have e : orbit ((p, q), (r, s)) = swaps p q ×ˢ swaps r s ∪ swaps r s ×ˢ swaps p q := rfl
  rw [e, degeneracy]
  by_cases h : p = r ∧ q = s
  · obtain ⟨rfl, rfl⟩ := h
    simp [hs]
  · -- distinct storage-ordered pairs give two disjoint halves of the orbit
    have hdis : Disjoint (swaps p q ×ˢ swaps r s) (swaps r s ×ˢ swaps p q) := by
      refine Finset.disjoint_left.2 ?_
      rintro ⟨⟨a, b⟩, c, d⟩ h1 h2
      simp only [swaps, Finset.mem_product, Finset.mem_insert, Finset.mem_singleton,
        Prod.mk.injEq, Fin.ext_iff] at h1 h2
      simp only [IsCanonical, Fin.le_def, Fin.lt_def, Fin.ext_iff] at hc h
      omega
    rw [if_neg h, Finset.card_union_of_disjoint hdis]
    simp only [Finset.card_product, hs]
    ring

/-- The trace `tr(D(J - K))` as a sum over storage-ordered integrals with explicit degeneracy
factors. -/
theorem trace_eq_canonical_sum {N : ℕ} {g : Fin N → Fin N → Fin N → Fin N → ℝ}
    (hg : EightfoldSymmetric g) {D : Matrix (Fin N) (Fin N) ℝ} (hD : D.IsSymm) :
    (D * (coulomb g D - exchange g D)).trace =
      ∑ x ∈ canonicalList N, match x with
        | ((p, q), (r, s)) => (degeneracy p q r s : ℝ) *
            (g p q r s * (D p q * D r s - (D p r * D q s + D p s * D q r) / 2)) := by
  have h := trace_eq_unique_integral_sum hg hD 1 (canonicalList_representative N)
  rw [one_smul] at h
  rw [h]
  refine Finset.sum_congr rfl ?_
  rintro ⟨⟨p, q⟩, r, s⟩ hx
  rw [card_orbit_canonical (Finset.mem_filter.1 hx).2]
  simp only [integralTerm, one_mul]

end

end UniqueIntegralEnergy
```

```lean
#print axioms UniqueIntegralEnergy.trace_eq_unique_integral_sum
-- 'UniqueIntegralEnergy.trace_eq_unique_integral_sum' depends on axioms: [propext, Classical.choice, Quot.sound]
#print axioms UniqueIntegralEnergy.trace_eq_canonical_sum
-- 'UniqueIntegralEnergy.trace_eq_canonical_sum' depends on axioms: [propext, Classical.choice, Quot.sound]
```

## The trace and its orbit sum

Let $g(p,q,r,s)=(pq|rs)$ be real integrals over a finite basis, unchanged when $p$ and $q$ are swapped and when the pairs $pq$ and $rs$ are exchanged (`EightfoldSymmetric`). Two-electron integrals over real basis functions have this symmetry. Let $D$ be a real symmetric matrix. The Coulomb and exchange matrices are
$$J_{pq}=\sum_{rs}(pq|rs)D_{rs},\qquad K_{pq}=\sum_{rs}(pr|qs)D_{rs}.$$
For a real exchange fraction $c$, define
$$F(p,q,r,s)=g(p,q,r,s)\left[D_{pq}D_{rs}-\tfrac c2\,(D_{pr}D_{qs}+D_{ps}D_{qr})\right],$$
which is `integralTerm`. The theorem `trace_eq_unique_integral_sum` states that
$$\mathrm{tr}\,(D(J-cK))=\sum_{x\in R}|O(x)|\,F(x).$$
Here $O(x)$, in Lean `orbit x`, is the set of quadruples reached from $x$ by swapping within pairs and exchanging the pairs. `IsRepresentativeSet R` says that every quadruple lies in the orbit of exactly one member of $R$.

`trace_eq_canonical_sum` sets $c=1$ and takes the usual storage order for $N$ basis functions: $p\ge q$, $r\ge s$, $(p,q)\ge(r,s)$ lexicographically. The orbit size is then `degeneracy`, with a factor 2 for each of $p\ne q$, $r\ne s$ and $(p,q)\ne(r,s)$.

## Which energy this is

If $D$ and the integrals refer to a basis of real spin orbitals, the Hartree-Fock two-electron energy is half the trace at $c=1$. If they refer to real spatial basis functions and $D$ is the spin-summed closed-shell density, it is half the trace at $c=\tfrac12$. The identity thus lets a code with real basis functions and a real density matrix evaluate this energy in one pass over its unique integrals.

`EightfoldSymmetric` assumes only the bra swap and the pair exchange; the ket swap follows from them. `densityFitted_witness` shows that density-fitted integrals with symmetric factors qualify. Nothing requires $D$ to be idempotent or to solve the self-consistent equations. Complex basis functions, whose integrals generally have less symmetry, and complex density matrices are not covered.

## From the full sum to the representatives

**Expanding the trace.** For the Coulomb part, the bra swap gives
$$\mathrm{tr}(DJ)=\sum_{pqrs}D_{pq}\,g(q,p,r,s)D_{rs}=\sum_{pqrs}g(p,q,r,s)D_{pq}D_{rs}.$$
For exchange, renaming $q\to p$, $r\to q$, $p\to r$ and using $D_{rp}=D_{pr}$ gives
$$\mathrm{tr}(DK)=\sum_{pqrs}D_{pq}\,g(q,r,p,s)D_{rs}=\sum_{pqrs}g(p,q,r,s)D_{pr}D_{qs}.$$
Interchanging the names $p$ and $q$ and applying the bra swap shows that $D_{ps}D_{qr}$ gives the same total, so the average may be used. Hence $\mathrm{tr}(D(J-cK))=\sum F$. In `trace_eq_full_sum` these steps are `hJ`, `hK` and `hX`; `Finset.sum_comm` does the renaming.

**Constancy on orbits.** Swapping $p,q$ or $r,s$ interchanges the two exchange products. Exchanging the pairs leaves each unchanged, since $D$ is symmetric. The Coulomb product and $g$ are unchanged throughout, so $F$ is constant on orbits. `integralTerm_orbit` checks the eight arrangements listed by `mem_orbit`.

**Collapsing the sum.** Write $[x\in O(y)]$ for 1 if $x\in O(y)$ and 0 otherwise. Then
$$\sum_{y\in R}|O(y)|F(y)=\sum_{y\in R}\sum_x[x\in O(y)]F(x)=\sum_xF(x)\sum_{y\in R}[x\in O(y)]=\sum_xF(x),$$
because exactly one $y$ contributes for each $x$. This is `sum_eq_sum_representatives`.

**Storage order.** Sorting each pair and then the two pairs reaches a stored quadruple. Two stored quadruples sharing an orbit member must coincide; `canonicalList_representative` settles the cases with `omega`. For the orbit size, `card_orbit_canonical` splits the orbit into two products of swap sets. These coincide if $(p,q)=(r,s)$ and are otherwise disjoint, which gives the third factor of 2.

## One integral, two basis functions

Let $(10|10)=1$, with its symmetry partners, and let all other integrals vanish. Take $D_{00}=2$ and $D_{01}=D_{10}=D_{11}=1$. These numbers only test the algebra and do not describe a physical system: the Coulomb repulsion $(00|00)$ of a nonzero real basis function is positive, and in an orthonormal basis this $D$ has an eigenvalue above 2. The orbit has four members, so at $c=1$ the formula gives
$$4\left[1\cdot1-\tfrac12(1\cdot2+1\cdot1)\right]=-2.$$
Directly, $J_{01}=J_{10}=2$ with zero diagonal, while $K_{00}=1$, $K_{11}=2$ and $K_{01}=K_{10}=1$. Thus $\mathrm{tr}(DJ)-\mathrm{tr}(DK)=4-6=-2$.

Keeping only $D_{pr}D_{qs}$ would give $4(1-2)=-4$, and keeping only $D_{ps}D_{qr}$ would give $4(1-1)=0$. Either product is correct in the full sum, but can give a wrong result when a single representative stands for its orbit.
